# McWeeny purification is Newton's method for 1/(2x − 1)² − 1 at occupations other than 1/2

## Occupations, residual and Newton update

An occupation is a real number $x$: 0 for an empty spin orbital, 1 for a filled one. Half filling means $x = 1/2$ for a single orbital, not a half-filled band. No restriction to $[0,1]$ is built into the definitions.

```lean
import Mathlib

open Filter Topology

namespace McWeenyNewton

noncomputable section
```

The McWeeny polynomial is $m(x) = 3x^2 - 2x^3$.

```lean
/-- The McWeeny purification polynomial for a single occupation number. -/
def mcweeny (x : ℝ) : ℝ := 3 * x ^ 2 - 2 * x ^ 3
```

The residual, whose roots are sought, is
$$F(x) = \frac{1}{(2x-1)^2} - 1 .$$

```lean
/-- The residual function `F(x) = 1/(2x-1)^2 - 1` of an occupation number. -/
def residual (x : ℝ) : ℝ := 1 / (2 * x - 1) ^ 2 - 1
```

The expression $-4/(2x-1)^3$ is called `slope`. At this point it is only a formula; that it is the derivative of $F$ is proved below.

```lean
/-- The expression `-4/(2x-1)^3` as a function of an occupation number. -/
def slope (x : ℝ) : ℝ := -4 / (2 * x - 1) ^ 3
```

For a real function $F$, here any function and not only the residual, one Newton update sends $x$ to $x - F(x)/F'(x)$, provided that $F'(x)$ exists and is nonzero. In `newtonStep` the derivative is Mathlib's `deriv`, so the update is not tied to a formula supplied by hand.

```lean
/-- One Newton update `x - F(x)/F'(x)` for a real function `F`. -/
def newtonStep (F : ℝ → ℝ) (x : ℝ) : ℝ := x - F x / deriv F x
```

## Away from half filling: $x \neq 1/2$

Physically, an occupation of $1/2$ is equally far from empty and filled. It is also the pole of $F$. The calculation by hand uses the hypothesis to divide by $u = 2x-1$; in the file, `shift_ne` turns $x \neq 1/2$ into $u \neq 0$.

```lean
lemma shift_ne {x : ℝ} (hx : x ≠ 1 / 2) : 2 * x - 1 ≠ 0 := by
  intro h
  apply hx
  linarith
```

Since $F = u^{-2} - 1$ and $u' = 2$, the chain rule gives
$$F'(x) = -2u^{-3}\cdot 2 = -\frac{4}{(2x-1)^3},$$
which is finite and nonzero. The Lean proof differentiates $2y-1$, then its square, then the quotient, and finally checks that the result equals `slope x`.

```lean
/-- Away from half filling, the residual is differentiable with derivative `-4/(2x-1)^3`. -/
theorem hasDerivAt_residual {x : ℝ} (hx : x ≠ 1 / 2) :
    HasDerivAt residual (slope x) x := by
  have hu := shift_ne hx
  have h1 : HasDerivAt (fun y : ℝ => 2 * y - 1) 2 x :=
    (((hasDerivAt_id' x).const_mul (2 : ℝ)).sub_const 1).congr_deriv (by norm_num)
  have h2 : HasDerivAt (fun y : ℝ => (2 * y - 1) ^ 2) (4 * (2 * x - 1)) x :=
    (h1.fun_pow 2).congr_deriv (by norm_num; ring)
  have h3 := ((hasDerivAt_const x (1 : ℝ)).fun_div h2 (pow_ne_zero 2 hu)).sub_const 1
  refine HasDerivAt.congr_deriv h3 ?_
  unfold slope
  rw [div_eq_div_iff (pow_ne_zero _ (pow_ne_zero _ hu)) (pow_ne_zero _ hu)]
  ring
```

A zero of $F$ requires $u^2 = 1$, that is, $4x(x-1) = 0$. The roots are therefore the integer occupations 0 and 1, and no others.

```lean
/-- The zeros of the residual in its domain are exactly the integer occupations 0 and 1. -/
theorem residual_zero_iff (x : ℝ) :
    (x ≠ 1 / 2 ∧ residual x = 0) ↔ (x = 0 ∨ x = 1) := by
  constructor
  · rintro ⟨hx, h⟩
    unfold residual at h
    have h' : 1 / (2 * x - 1) ^ 2 = 1 := by linarith
    rw [div_eq_one_iff_eq (pow_ne_zero 2 (shift_ne hx))] at h'
    have h0 : x * (x - 1) = 0 := by linear_combination (-1 / 4) * h'
    rcases mul_eq_zero.mp h0 with h | h
    · exact Or.inl h
    · exact Or.inr (by linarith)
  · rintro (rfl | rfl) <;> norm_num [residual]
```

For the Newton update, divide the residual by its slope:
$$\frac{F}{F'} = \frac{u^{-2}-1}{-4u^{-3}} = -\frac{u-u^3}{4}.$$
Because $u - u^3 = u(1-u)(1+u) = 4x(1-x)(2x-1)$,
$$x - \frac{F(x)}{F'(x)} = x + x(1-x)(2x-1) = 3x^2 - 2x^3 = m(x).$$

The file first proves this without dividing by the slope: the tangent to $F$ at $x$ vanishes at $m(x)$, so $F(x) + F'(x)\,(m(x)-x) = 0$. Here `field_simp` clears the powers of $u$ and `ring` checks the polynomial identity.

```lean
/-- Away from half filling, the tangent line to the residual at `x` vanishes at the purified
occupation. -/
theorem residual_tangent {x : ℝ} (hx : x ≠ 1 / 2) :
    residual x + slope x * (mcweeny x - x) = 0 := by
  have hu := shift_ne hx
  unfold residual slope mcweeny
  field_simp
  ring
```

The main theorem states both that the derivative is nonzero and that the Newton update equals $m(x)$. Its proof replaces `deriv residual x` by `slope x`, then divides the tangent identity by this slope.

```lean
/-- Away from half filling, the residual has nonzero derivative and its Newton update
is the McWeeny polynomial. -/
theorem newtonStep_eq_mcweeny {x : ℝ} (hx : x ≠ 1 / 2) :
    deriv residual x ≠ 0 ∧ newtonStep residual x = mcweeny x := by
  have hd := (hasDerivAt_residual hx).deriv
  have hs : slope x ≠ 0 := div_ne_zero (by norm_num) (pow_ne_zero 3 (shift_ne hx))
  refine ⟨by rw [hd]; exact hs, ?_⟩
  have hq : residual x / slope x = x - mcweeny x := by
    rw [div_eq_iff hs]
    linear_combination residual_tangent hx
  rw [newtonStep, hd, hq]
  ring
```

Without the hypothesis, the first statement fails. At $x = 1/2$ Lean's convention for division by zero gives $F$ the value $-1$, and `deriv` takes the value 0 because $F$ is not differentiable there. The quotient $-1/0$ is again 0 by convention, so the update returns $1/2 = m(1/2)$ with no tangent behind it.

## An open, connected set without 0, 1/2 and 1

The choice of $F$ is not arbitrary. Newton's method for $x^2 - x$, which has the same roots, gives $x^2/(2x-1)$ instead of $m(x)$. The next theorem identifies the functions that do give $m(x)$, on a set $s$ of occupations such as the interval $(1/2, 1)$.

Suppose $G$ is differentiable at every point of $s$ and its tangents vanish at the McWeeny value. With $d = m(x) - x$, this means $G + G'd = 0$, while $F + F'd = 0$ is already known. Then
$$G'F - GF' = G'(-F'd) - (-G'd)F' = 0,$$
so $(G/F)' = 0$ and $G = cF$ on $s$. The case $c = 0$ is the zero function, which meets the tangent condition but has no Newton update; every other $c$ gives $m(x)$.

Each condition on $s$ has a place in this argument:

- **Avoiding 0 and 1** keeps $F$ nonzero, so that $G/F$ is defined. The proof obtains this from `residual_zero_iff`.
- **Avoiding 1/2** keeps $F$ differentiable.
- **Openness and connectedness** let a vanishing derivative imply a constant function, through `is_const_of_deriv_eq_zero`. Without connectedness the conclusion is false: on $(0,1/2)\cup(1/2,1)$, take $G = F$ on the left and $G = 2F$ on the right.

The formal hypothesis `hN` is the tangent condition, with `G'` the derivative supplied by `hG`. The `linear_combination` line is the cancellation displayed above. An empty $s$ is allowed and handled separately.

```lean
/-- On an open connected set of occupations without 0, 1/2 and 1, every differentiable function
whose tangents vanish at the McWeeny value is a constant multiple of the residual. -/
theorem residual_unique {s : Set ℝ} (hs : IsOpen s) (hc : IsPreconnected s)
    (hav : ∀ x ∈ s, x ≠ 0 ∧ x ≠ 1 / 2 ∧ x ≠ 1) (G G' : ℝ → ℝ)
    (hG : ∀ x ∈ s, HasDerivAt G (G' x) x)
    (hN : ∀ x ∈ s, G x + G' x * (mcweeny x - x) = 0) :
    ∃ c : ℝ, ∀ x ∈ s, G x = c * residual x := by
  have hF : ∀ x ∈ s, residual x ≠ 0 := by
    intro x hx h
    obtain ⟨h0, h2, h1⟩ := hav x hx
    rcases (residual_zero_iff x).mp ⟨h2, h⟩ with h | h
    · exact h0 h
    · exact h1 h
  -- the quotient G / F has zero derivative
  have hq : ∀ x ∈ s, HasDerivAt (fun y => G y / residual y) 0 x := by
    intro x hx
    have h2 := (hav x hx).2.1
    refine ((hG x hx).fun_div (hasDerivAt_residual h2) (hF x hx)).congr_deriv ?_
    rw [div_eq_zero_iff]
    left
    linear_combination G' x * residual_tangent h2 - slope x * hN x hx
  rcases s.eq_empty_or_nonempty with he | ⟨a, ha⟩
  · exact ⟨0, fun x hx => by simp [he] at hx⟩
  · refine ⟨G a / residual a, fun x hx => ?_⟩
    have h : G x / residual x = G a / residual a :=
      hs.is_const_of_deriv_eq_zero hc
        (fun y hy => (hq y hy).differentiableAt.differentiableWithinAt)
        (fun y hy => (hq y hy).deriv) hx ha
    exact (div_eq_iff (hF x hx)).mp h
```

## Starting on one side of half filling

The hypothesis $1/2 < x \le 1$ describes an orbital more filled than empty. Such an occupation should be driven to 1.

For $y$ in this range, two identities control a step:
$$m(y) - y = y(1-y)(2y-1) \ge 0, \qquad 1 - m(y) = (1-y)^2(1+2y) \ge 0 .$$
The iterates therefore never decrease and never pass 1. The second identity can also be written
$$1 - m(y) = \bigl(1 - y(2y-1)\bigr)(1-y).$$
Since $y(2y-1)$ increases on this range, every iterate $y \ge x$ has a contraction factor no larger than $q = 1 - x(2x-1)$, and $0 \le q < 1$. After $n$ steps the distance from 1 is at most $q^n(1-x)$. This bound is enough to prove convergence but is pessimistic near 1: the second identity gives $1 - m(y) \le 3(1-y)^2$, so the convergence is quadratic there.

In Lean, `(newtonStep residual)^[n] x` is the $n$-th iterate. The induction carries the lower bound, the upper bound and the error estimate together. The lower bound keeps each iterate above $1/2$, so the main theorem can replace the Newton step by $m$. In the proof, `up` and `top` are the two sign statements, and `mono` compares the contraction factors.

```lean
/-- Newton iterates started in `(1/2, 1]` stay between the starting occupation and 1, and their
distance from 1 is bounded by a geometric sequence. -/
theorem newton_orbit_bound {x : ℝ} (hx : 1 / 2 < x) (hx1 : x ≤ 1) (n : ℕ) :
    x ≤ (newtonStep residual)^[n] x ∧ (newtonStep residual)^[n] x ≤ 1 ∧
      1 - (newtonStep residual)^[n] x ≤ (1 - x * (2 * x - 1)) ^ n * (1 - x) := by
  induction n with
  | zero => simp [hx1]
  | succ n ih =>
    rw [Function.iterate_succ_apply']
    generalize (newtonStep residual)^[n] x = y at ih ⊢
    obtain ⟨hxy, hy1, hb⟩ := ih
    rw [(newtonStep_eq_mcweeny (x := y) (by linarith : (1 / 2 : ℝ) < y).ne').2]
    have a0 : 0 ≤ y := by linarith
    have a1 : 0 ≤ 1 - y := by linarith
    have a2 : 0 ≤ 2 * y - 1 := by linarith
    have up := mul_nonneg (mul_nonneg a0 a1) a2
    have top : 0 ≤ (1 - y) ^ 2 * (1 + 2 * y) := by positivity
    have q0 : 0 ≤ 1 - x * (2 * x - 1) := by nlinarith
    have mono : 1 - y * (2 * y - 1) ≤ 1 - x * (2 * x - 1) := by
      have := mul_nonneg (by linarith : 0 ≤ y - x) (by linarith : 0 ≤ 2 * (y + x) - 1)
      linarith
    refine ⟨by unfold mcweeny; linarith, by unfold mcweeny; linarith, ?_⟩
    calc 1 - mcweeny y = (1 - y * (2 * y - 1)) * (1 - y) := by unfold mcweeny; ring
      _ ≤ (1 - x * (2 * x - 1)) * (1 - y) := mul_le_mul_of_nonneg_right mono a1
      _ ≤ (1 - x * (2 * x - 1)) * ((1 - x * (2 * x - 1)) ^ n * (1 - x)) :=
          mul_le_mul_of_nonneg_left hb q0
      _ = (1 - x * (2 * x - 1)) ^ (n + 1) * (1 - x) := by ring
```

Convergence follows by squeezing the iterates between $1 - q^n(1-x)$ and 1. `Tendsto ... atTop (𝓝 1)` is the usual limit as $n \to \infty$.

```lean
/-- Newton iteration on the residual from an occupation in `(1/2, 1]` converges to 1. -/
theorem newton_tendsto_filled {x : ℝ} (hx : 1 / 2 < x) (hx1 : x ≤ 1) :
    Tendsto (fun n : ℕ => (newtonStep residual)^[n] x) atTop (𝓝 1) := by
  have q0 : 0 ≤ 1 - x * (2 * x - 1) := by nlinarith
  have q1 : 1 - x * (2 * x - 1) < 1 := by
    have := mul_pos (by linarith : 0 < x) (by linarith : 0 < 2 * x - 1)
    linarith
  have h := ((tendsto_pow_atTop_nhds_zero_of_lt_one q0 q1).mul_const (1 - x)).const_sub 1
  rw [zero_mul, sub_zero] at h
  refine tendsto_of_tendsto_of_tendsto_of_le_of_le h tendsto_const_nhds ?_ ?_
  · intro n
    have := (newton_orbit_bound hx hx1 n).2.2
    dsimp only
    linarith
  · intro n
    exact (newton_orbit_bound hx hx1 n).2.1
```

For $0 \le x < 1/2$, particle–hole reflection $x \mapsto 1-x$ does the work, because $m(1-x) = 1 - m(x)$. An induction (`hr`) shows that the orbit of $x$ is the reflection of the orbit of $1-x$, and so tends to 0.

```lean
/-- Newton iteration on the residual from an occupation in `[0, 1/2)` converges to 0. -/
theorem newton_tendsto_empty {x : ℝ} (hx0 : 0 ≤ x) (hx : x < 1 / 2) :
    Tendsto (fun n : ℕ => (newtonStep residual)^[n] x) atTop (𝓝 0) := by
  have b : 1 / 2 < 1 - x := by linarith
  have b1 : 1 - x ≤ 1 := by linarith
  -- particle-hole reflection carries one orbit into the other
  have hr : ∀ n : ℕ, (newtonStep residual)^[n] x = 1 - (newtonStep residual)^[n] (1 - x) := by
    intro n
    induction n with
    | zero => simp
    | succ n ih =>
      have hb := (newton_orbit_bound b b1 n).1
      rw [Function.iterate_succ_apply', Function.iterate_succ_apply', ih]
      generalize (newtonStep residual)^[n] (1 - x) = y at hb ⊢
      rw [(newtonStep_eq_mcweeny (x := y) (by linarith : (1 / 2 : ℝ) < y).ne').2,
        (newtonStep_eq_mcweeny (x := 1 - y) (by linarith : 1 - y < (1 / 2 : ℝ)).ne).2]
      unfold mcweeny
      ring
  have h := (newton_tendsto_filled b b1).const_sub 1
  rw [sub_self] at h
  exact h.congr (fun n => (hr n).symm)
```

Outside $[0,1]$, the side of $1/2$ on which $x$ lies does not always decide the result: $m(3/2) = 0$, so this starting value reaches the empty root in one step. Iterating the polynomial from $x = 1/2$ stays at $1/2$.

## No eigenvalue 1/2: $2P-1$ invertible

For a square complex matrix $P$, the condition says that $1/2$ is not an eigenvalue. For a Hermitian one-particle density matrix, no natural orbital is exactly half filled. In the file the condition is that the determinant of $2P-1$ is a unit, which over $\mathbb{C}$ means nonzero. Hermiticity and diagonalisability are not assumed.

Write $X = 2P-1$ and $Y = X^{-1}$. The Newton equation $F(P) + F'(P)N = 0$ is
$$Y^2 - 1 - 4Y^3N = 0 .$$
Multiplying from the left by $X^3/4$ gives $N = (X - X^3)/4$, and substituting $P = (1+X)/2$ shows that this equals $3P^2 - 2P^3 - P$. Hence $P + N = 3P^2 - 2P^3$. Every step reverses, which gives the equivalence. Without invertibility, $F(P)$ is undefined and there is no Newton equation to solve.

The proof follows the same route: `hM` is the substitution, `e1`, `e2`, `e3` and `e3'` are the cancellations between powers of $X$ and $Y$, and the two final blocks prove the two directions.

Here $F'(P)$ is the scalar derivative evaluated at $P$ and multiplied into $N$ from the left. For an $N$ that does not commute with $P$, this is in general not the directional derivative of the matrix function. The solution found above is a polynomial in $P$, so it commutes with $P$ and also solves the Newton equation written with the directional derivative, though not always as its only solution. The polynomial also presumes an orthonormal basis, since no overlap matrix appears.

In linear-scaling electronic structure, this identifies a McWeeny purification step as a Newton step for finite matrices in exact arithmetic, without the truncation that makes the scaling linear. The convergence theorems concern single occupations, not matrix iterates.

```lean
/-- For a square complex matrix `P` with `2P - 1` invertible, `N` solves the Newton equation
`F(P) + F'(P) N = 0` exactly when `P + N` is the McWeeny polynomial of `P`. -/
theorem matrix_newton_iff {n : Type*} [Fintype n] [DecidableEq n] (P N : Matrix n n ℂ)
    (hP : IsUnit ((2 : ℂ) • P - 1).det) :
    ((((2 : ℂ) • P - 1)⁻¹ ^ 2 - 1) + ((-4 : ℂ) • ((2 : ℂ) • P - 1)⁻¹ ^ 3) * N = 0) ↔
      P + N = (3 : ℂ) • P ^ 2 - (2 : ℂ) • P ^ 3 := by
  obtain ⟨X, hX⟩ : ∃ X : Matrix n n ℂ, X = (2 : ℂ) • P - 1 := ⟨_, rfl⟩
  -- the McWeeny correction in terms of X = 2P - 1
  have hM : (3 : ℂ) • P ^ 2 - (2 : ℂ) • P ^ 3 - P = (1 / 4 : ℂ) • (X - X ^ 3) := by
    rw [hX]
    simp only [pow_succ, pow_zero, one_mul, sub_mul, mul_sub, smul_mul_assoc,
      mul_smul_comm, mul_one]
    module
  rw [← hX] at hP ⊢
  have hXY := Matrix.mul_nonsing_inv X hP
  have hYX := Matrix.nonsing_inv_mul X hP
  generalize X⁻¹ = Y at hXY hYX ⊢
  have hc : Commute X Y := hXY.trans hYX.symm
  have e3 : X ^ 3 * Y ^ 3 = 1 := by rw [← hc.mul_pow, hXY, one_pow]
  have e3' : Y ^ 3 * X ^ 3 = 1 := by rw [← hc.symm.mul_pow, hYX, one_pow]
  have e2 : X ^ 3 * Y ^ 2 = X := by
    rw [pow_succ' X 2, mul_assoc, ← hc.mul_pow, hXY, one_pow, mul_one]
  have e1 : Y ^ 3 * X = Y ^ 2 := by rw [pow_succ Y 2, mul_assoc, hYX, mul_one]
  constructor
  · intro h
    rw [smul_mul_assoc] at h
    have k : Y ^ 3 * N = (1 / 4 : ℂ) • (Y ^ 2 - 1) := by
      linear_combination (norm := module) (-1 / 4 : ℂ) • h
    have hN : N = (1 / 4 : ℂ) • (X - X ^ 3) := by
      calc N = X ^ 3 * (Y ^ 3 * N) := by rw [← mul_assoc, e3, one_mul]
        _ = (1 / 4 : ℂ) • (X - X ^ 3) := by rw [k, mul_smul_comm, mul_sub, e2, mul_one]
    rw [hN, ← hM]
    abel
  · intro h
    have hN : N = (1 / 4 : ℂ) • (X - X ^ 3) := by
      rw [← hM, ← h]
      abel
    rw [hN, smul_mul_assoc, mul_smul_comm, mul_sub, e1, e3']
    module

end

end McWeenyNewton
```

```lean
#print axioms McWeenyNewton.residual_unique
-- 'McWeenyNewton.residual_unique' depends on axioms: [propext, Classical.choice, Quot.sound]
#print axioms McWeenyNewton.newton_tendsto_empty
-- 'McWeenyNewton.newton_tendsto_empty' depends on axioms: [propext, Classical.choice, Quot.sound]
#print axioms McWeenyNewton.matrix_newton_iff
-- 'McWeenyNewton.matrix_newton_iff' depends on axioms: [propext, Classical.choice, Quot.sound]
```
